# Initial- or final-state energy in the PAW electron-phonon coupling: a bound on the change of a Fermi-shell average

## Couplings with a moving overlap

In the PAW and ultrasoft pseudopotential methods the one-electron states obey a generalized eigenvalue equation, \(H\psi_n=\varepsilon_n S\psi_n\), whose overlap operator \(S\) depends on the atomic positions. Let \(\partial\) be the derivative along a nuclear displacement. For a transition \(j\) from an initial state \(\psi_n\) to a final state \(\psi_m\), define

\[
h_j=\langle\psi_m|\partial H|\psi_n\rangle,\qquad
s_j=\langle\psi_m|\partial S|\psi_n\rangle,\qquad
g_j(\varepsilon)=h_j-\varepsilon s_j .
\]

The zero-point amplitude of the phonon, often included in the coupling, is left out here. The reference energy \(\varepsilon\) is either that of the initial state, \(e_j=\varepsilon_n\), or that of the final state, \(f_j=\varepsilon_m\). Both occur naturally. Differentiating the eigenvalue equation of \(\psi_n\) and projecting on \(\psi_m\) gives, for \(\varepsilon_m\neq\varepsilon_n\),

\[
(\varepsilon_n-\varepsilon_m)\langle\psi_m|S|\partial\psi_n\rangle=h_j-e_js_j ,
\]

while differentiating the equation of \(\psi_m\) and projecting on \(\psi_n\) gives the complex conjugate of \(h_j-f_js_j\) in the same way, which has the same modulus.

The transitions carry weights \(w_j\ge 0\) with \(\sum_j w_j=1\), and all energies lie within \(d\) of the Fermi level \(\mu\). With \(\varepsilon_j\) standing for \(e_j\) throughout or for \(f_j\) throughout, the averages to be compared are

\[
\langle |g(\varepsilon)|^2\rangle=\sum_j w_j\,|h_j-\varepsilon_j s_j|^2 .
\]

## What is bounded, and under which assumptions

Suppose \(|h_j|\le A\) and \(|s_j|\le B\) for every transition. Here \(A\) limits how strongly the displacement changes the Hamiltonian, and \(B\) how strongly it changes the overlap as the augmentation regions move with the atoms. Then

\[
\bigl|\langle|g(e)|^2\rangle-\langle|g(f)|^2\rangle\bigr|\le 4dB\bigl(A+(|\mu|+d)B\bigr).
\]

If also \(dB\le A+|\mu|B\), the right-hand side improves to \(4dB(A+|\mu|B)\). For finitely many transitions with bounded matrix elements, the choice of reference energy therefore changes the average by at most an amount of first order in the window width. The actual change can be smaller. If every transition is counted together with its reverse, with equal weights, the two averages are exactly equal, because reversal conjugates \(h_j\) and \(s_j\) and exchanges \(e_j\) with \(f_j\). This happens in a sum over all pairs of states weighted by the same smeared delta function at \(\mu\) for both states. The bounds also cover weights without this symmetry.

In the Lean file, `ι` is the finite set of transitions, `coupling h s ε` is \(g(\varepsilon)\), and `shellAverage w h s ε` is the weighted sum, with one reference energy per transition. The hypotheses `hw` and `hw1` say that the weights are nonnegative and sum to one, `hh` and `hs` bound the matrix elements, and `he` and `hf` place the energies in the window. The two bounds are `shellAverage_sub_le` and `shellAverage_sub_le_of_narrow`.

The theorems take `h` and `s` as arbitrary complex numbers and `e` and `f` as arbitrary real ones. They do not construct them from a PAW Hamiltonian, and they assume \(A\) and \(B\) instead of deriving them. Phonon frequencies do not appear, so \(e_j\) and \(f_j\) may differ by a phonon energy as long as both stay in the window.

The limit of a window that shrinks to the Fermi level is the theorem `tendsto_shellAverage_sub`. Along a sequence numbered by \(k\), the set of transitions, weights, matrix elements and energies may all change, as they do when a Brillouin-zone mesh is refined. Only \(A\), \(B\) and \(\mu\) stay fixed, while \(d_k\to0\). The difference of the two averages then tends to zero; neither average is claimed to converge by itself.

## From one transition to the average

Drop the index \(j\) for the moment. Expanding the square gives

\[
|h-\varepsilon s|^2=|h|^2-2\varepsilon\,\mathrm{Re}(h\bar s)+\varepsilon^2|s|^2 .
\]

Subtracting the value at \(f\) from the value at \(e\) removes \(|h|^2\):

\[
|h-es|^2-|h-fs|^2=(f-e)\bigl(2\,\mathrm{Re}(h\bar s)-(e+f)|s|^2\bigr).
\]

Since \(|\mathrm{Re}(h\bar s)|\le|h||s|\le AB\) and \(|s|^2\le B^2\), the absolute value is at most

\[
|e-f|\,B\,\bigl(2A+|e+f|B\bigr).
\]

The window limits both energy factors. Write \(p=|e-f|\). Two energies within \(d\) of \(\mu\) have \(p\le 2d\), and

\[
|e+f|+|e-f|=2\max(|e|,|f|)\le 2|\mu|+2d .
\]

Using \(p\le2d\) and \(|e+f|\le2|\mu|+2d\) separately gives the first bound:

\[
2dB\bigl(2A+(2|\mu|+2d)B\bigr)=4dB\bigl(A+(|\mu|+d)B\bigr).
\]

For the sharper one, keep \(|e+f|\le2|\mu|+2d-p\) and set \(Q=A+|\mu|B\). The change is at most \(pB(2Q+(2d-p)B)\), and

\[
4dBQ-pB\bigl(2Q+(2d-p)B\bigr)=B(2d-p)(2Q-pB).
\]

The right-hand side is nonnegative, because \(p\le2d\) and \(pB\le2dB\le2Q\).

If \(C\) bounds the change for every transition, the average changes by at most \(\sum_jw_jC=C\). This proves both bounds. For the limit, the first bound becomes \(4d_kB(A+(|\mu|+d_k)B)\), which tends to zero with \(d_k\).

## A single transition that reaches the bound

Take one transition with weight 1, \(\mu=0\), \(h=-1\), \(s=1\), \(e=d\) and \(f=-d\), where \(0\le d\le1\). With \(A=B=1\), the difference is

\[
(1+d)^2-(1-d)^2=4d ,
\]

exactly the narrow-window bound. The theorem `narrow_bound_attained` gives this equality for any \(\mu\ge0\), with \(h=-A\), \(s=B\) and energies \(\mu\pm d\) for all transitions. It is an algebraic identity for all real \(A\), \(B\) and \(d\); it saturates the bound when these are nonnegative and \(dB\le A+\mu B\).

At the other extreme, \(B=0\) describes an overlap that does not respond to the displacement, as with norm-conserving pseudopotentials in a fixed plane-wave basis. Both averages are then equal for every window.

## Smearing weights and the zero of energy

In a code, Fermi-surface averages often use products of smeared delta functions as weights, divided by their sum. Gaussian smearing gives nonnegative weights, but transitions in its tails must be dropped if all energies are to lie in a narrow window. Methfessel-Paxton smearing can give negative weights, to which the two bounds and the limit do not apply. The exact equality for transitions counted together with their reverses, with equal weights, holds for weights of either sign.

It also helps to measure energies from the Fermi level. Replacing \(h_j\) by \(h_j-\mu s_j\), and \(e_j,f_j\) by \(e_j-\mu,f_j-\mu\), leaves every coupling unchanged. The bounds then apply with \(\mu=0\), and \(A\) becomes a bound on the coupling evaluated at the Fermi level. This removes the dependence on an arbitrary energy zero.

## The Lean file

```lean
import Mathlib

open Filter
open scoped ComplexConjugate Topology

namespace FermiShellCoupling

noncomputable section

/-- The generalized electron-phonon coupling `h - ε s` of one transition, with Hamiltonian
derivative element `h`, overlap derivative element `s` and reference energy `ε`. -/
def coupling (h s : ℂ) (ε : ℝ) : ℂ := h - (ε : ℂ) * s

/-- The weighted sum of the squared couplings over finitely many transitions, each taken at
its own reference energy. -/
def shellAverage {ι : Type*} [Fintype ι] (w : ι → ℝ) (h s : ι → ℂ) (ε : ι → ℝ) : ℝ :=
  ∑ j, w j * ‖coupling (h j) (s j) (ε j)‖ ^ 2

/-- Changing the reference energy from `f` to `e` changes the squared coupling by `f - e` times
an interference term minus an overlap term. -/
theorem coupling_sq_sub (h s : ℂ) (e f : ℝ) :
    ‖coupling h s e‖ ^ 2 - ‖coupling h s f‖ ^ 2
      = (f - e) * (2 * (h * conj s).re - (e + f) * ‖s‖ ^ 2) := by
  simp only [coupling, Complex.sq_norm, Complex.normSq_apply, Complex.sub_re, Complex.sub_im,
    Complex.mul_re, Complex.mul_im, Complex.ofReal_re, Complex.ofReal_im, Complex.conj_re,
    Complex.conj_im]
  ring

/-- For matrix elements bounded by `A` and `B`, the change of the squared coupling is controlled
by the difference and the sum of the two reference energies. -/
theorem abs_coupling_sq_sub_le {h s : ℂ} {A B : ℝ} (hh : ‖h‖ ≤ A) (hs : ‖s‖ ≤ B) (e f : ℝ) :
    |‖coupling h s e‖ ^ 2 - ‖coupling h s f‖ ^ 2|
      ≤ |e - f| * B * (2 * A + |e + f| * B) := by
  have hA : 0 ≤ A := (norm_nonneg h).trans hh
  have hR : |(h * conj s).re| ≤ A * B := by
    refine (Complex.abs_re_le_norm _).trans ?_
    rw [norm_mul, RCLike.norm_conj]
    exact mul_le_mul hh hs (norm_nonneg _) hA
  have hS : ‖s‖ ^ 2 ≤ B ^ 2 := pow_le_pow_left₀ (norm_nonneg _) hs 2
  -- triangle inequality for the interference and overlap terms
  have key : |2 * (h * conj s).re - (e + f) * ‖s‖ ^ 2| ≤ 2 * (A * B) + |e + f| * B ^ 2 := by
    have h1 : |2 * (h * conj s).re - (e + f) * ‖s‖ ^ 2|
        ≤ |2 * (h * conj s).re| + |(e + f) * ‖s‖ ^ 2| := by
      simpa only [Real.norm_eq_abs] using
        norm_sub_le (2 * (h * conj s).re) ((e + f) * ‖s‖ ^ 2)
    rw [abs_mul 2, abs_mul (e + f), abs_two, abs_of_nonneg (sq_nonneg ‖s‖)] at h1
    linarith [mul_le_mul_of_nonneg_left hS (abs_nonneg (e + f))]
  rw [coupling_sq_sub, abs_mul, abs_sub_comm f e]
  calc |e - f| * |2 * (h * conj s).re - (e + f) * ‖s‖ ^ 2|
      ≤ |e - f| * (2 * (A * B) + |e + f| * B ^ 2) :=
        mul_le_mul_of_nonneg_left key (abs_nonneg _)
    _ = |e - f| * B * (2 * A + |e + f| * B) := by ring

/-- For two energies within `d` of the Fermi level `μ`, the absolute value of their sum is at most
`2 |μ| + 2 d` minus the absolute value of their difference. -/
theorem window_bound {e f μ d : ℝ} (he : |e - μ| ≤ d) (hf : |f - μ| ≤ d) :
    |e + f| ≤ 2 * |μ| + 2 * d - |e - f| := by
  obtain ⟨he1, he2⟩ := abs_le.mp he
  obtain ⟨hf1, hf2⟩ := abs_le.mp hf
  rcases abs_cases (e + f) with h1 | h1 <;> rcases abs_cases (e - f) with h2 | h2 <;>
    rcases abs_cases μ with h3 | h3 <;> linarith [h1.1, h2.1, h3.1, h1.2, h2.2, h3.2]

/-- If the squared coupling of every transition changes by at most `C`, so does its average with
nonnegative weights that sum to one. -/
theorem average_sub_le {ι : Type*} [Fintype ι] {w : ι → ℝ} {h s : ι → ℂ} {e f : ι → ℝ} {C : ℝ}
    (hw : ∀ j, 0 ≤ w j) (hw1 : ∑ j, w j = 1)
    (hC : ∀ j, |‖coupling (h j) (s j) (e j)‖ ^ 2 - ‖coupling (h j) (s j) (f j)‖ ^ 2| ≤ C) :
    |shellAverage w h s e - shellAverage w h s f| ≤ C := by
  unfold shellAverage
  rw [← Finset.sum_sub_distrib]
  refine (Finset.abs_sum_le_sum_abs _ _).trans ?_
  calc _ ≤ ∑ j, w j * C := Finset.sum_le_sum fun j _ => by
        rw [← mul_sub, abs_mul, abs_of_nonneg (hw j)]
        exact mul_le_mul_of_nonneg_left (hC j) (hw j)
    _ = C := by rw [← Finset.sum_mul, hw1, one_mul]

/-- For normalized nonnegative weights, matrix elements bounded by `A` and `B`, and energies
within `d` of `μ`, the averages of the squared coupling at the energies `e` and at the energies
`f` differ by at most `4 d B (A + (|μ| + d) B)`. -/
theorem shellAverage_sub_le {ι : Type*} [Fintype ι] {w : ι → ℝ} {h s : ι → ℂ} {e f : ι → ℝ}
    {A B μ d : ℝ} (hw : ∀ j, 0 ≤ w j) (hw1 : ∑ j, w j = 1)
    (hh : ∀ j, ‖h j‖ ≤ A) (hs : ∀ j, ‖s j‖ ≤ B)
    (he : ∀ j, |e j - μ| ≤ d) (hf : ∀ j, |f j - μ| ≤ d) :
    |shellAverage w h s e - shellAverage w h s f| ≤ 4 * d * B * (A + (|μ| + d) * B) := by
  refine average_sub_le hw hw1 fun j => (abs_coupling_sq_sub_le (hh j) (hs j) _ _).trans ?_
  have hA : 0 ≤ A := (norm_nonneg _).trans (hh j)
  have hB : 0 ≤ B := (norm_nonneg _).trans (hs j)
  have hd : 0 ≤ d := (abs_nonneg _).trans (he j)
  have hsum := window_bound (he j) (hf j)
  have hp : |e j - f j| ≤ 2 * d := by
    have h1 := abs_le.mp (he j)
    have h2 := abs_le.mp (hf j)
    exact abs_le.mpr ⟨by linarith [h1.1, h2.2], by linarith [h1.2, h2.1]⟩
  have hr : |e j + f j| ≤ 2 * |μ| + 2 * d := by linarith [abs_nonneg (e j - f j)]
  calc |e j - f j| * B * (2 * A + |e j + f j| * B)
      ≤ 2 * d * B * (2 * A + (2 * |μ| + 2 * d) * B) := by gcongr
    _ = 4 * d * B * (A + (|μ| + d) * B) := by ring

/-- For normalized nonnegative weights, matrix elements bounded by `A` and `B`, and energies within
`d` of `μ`, where the window is narrow in the sense `d B ≤ A + |μ| B`, the averages of the squared
coupling at the energies `e` and at the energies `f` differ by at most `4 d B (A + |μ| B)`. -/
theorem shellAverage_sub_le_of_narrow {ι : Type*} [Fintype ι] {w : ι → ℝ} {h s : ι → ℂ}
    {e f : ι → ℝ} {A B μ d : ℝ} (hw : ∀ j, 0 ≤ w j) (hw1 : ∑ j, w j = 1)
    (hh : ∀ j, ‖h j‖ ≤ A) (hs : ∀ j, ‖s j‖ ≤ B)
    (he : ∀ j, |e j - μ| ≤ d) (hf : ∀ j, |f j - μ| ≤ d) (hd : d * B ≤ A + |μ| * B) :
    |shellAverage w h s e - shellAverage w h s f| ≤ 4 * d * B * (A + |μ| * B) := by
  refine average_sub_le hw hw1 fun j => (abs_coupling_sq_sub_le (hh j) (hs j) _ _).trans ?_
  have hB : 0 ≤ B := (norm_nonneg _).trans (hs j)
  have hsum := window_bound (he j) (hf j)
  have hp : 0 ≤ 2 * d - |e j - f j| := by
    have h1 := abs_le.mp (he j)
    have h2 := abs_le.mp (hf j)
    exact sub_nonneg.mpr (abs_le.mpr ⟨by linarith [h1.1, h2.2], by linarith [h1.2, h2.1]⟩)
  have hq : 0 ≤ 2 * (A + |μ| * B) - |e j - f j| * B := by
    linarith [mul_nonneg hp hB]
  calc |e j - f j| * B * (2 * A + |e j + f j| * B)
      ≤ |e j - f j| * B * (2 * A + (2 * |μ| + 2 * d - |e j - f j|) * B) := by gcongr
    -- the gap between the two sides factorises into nonnegative terms
    _ ≤ 4 * d * B * (A + |μ| * B) := by
      linarith [mul_nonneg (mul_nonneg hB hp) hq]

/-- For weights that sum to one, `μ ≥ 0`, and all transitions having `h = -A` and `s = B`, the
average at reference energy `μ + d` minus the average at `μ - d` is exactly `4 d B (A + |μ| B)`. -/
theorem narrow_bound_attained {ι : Type*} [Fintype ι] {w : ι → ℝ} (hw1 : ∑ j, w j = 1)
    (A B d : ℝ) {μ : ℝ} (hμ : 0 ≤ μ) :
    shellAverage w (fun _ => -(A : ℂ)) (fun _ => (B : ℂ)) (fun _ => μ + d)
      - shellAverage w (fun _ => -(A : ℂ)) (fun _ => (B : ℂ)) (fun _ => μ - d)
      = 4 * d * B * (A + |μ| * B) := by
  unfold shellAverage
  rw [← Finset.sum_mul, ← Finset.sum_mul, hw1, one_mul, one_mul, coupling_sq_sub,
    abs_of_nonneg hμ]
  simp only [Complex.sq_norm, Complex.normSq_apply, Complex.conj_ofReal, Complex.mul_re,
    Complex.neg_re, Complex.neg_im, Complex.ofReal_re, Complex.ofReal_im]
  ring

/-- Along a sequence of transition sets with normalized nonnegative weights, uniformly bounded
matrix elements and energy windows shrinking to `μ`, the difference between the averages at the
energies `e` and at the energies `f` tends to zero. -/
theorem tendsto_shellAverage_sub {ι : ℕ → Type*} [∀ k, Fintype (ι k)]
    {w e f : ∀ k, ι k → ℝ} {h s : ∀ k, ι k → ℂ} {A B μ : ℝ} {d : ℕ → ℝ}
    (hw : ∀ k j, 0 ≤ w k j) (hw1 : ∀ k, ∑ j, w k j = 1)
    (hh : ∀ k j, ‖h k j‖ ≤ A) (hs : ∀ k j, ‖s k j‖ ≤ B)
    (he : ∀ k j, |e k j - μ| ≤ d k) (hf : ∀ k j, |f k j - μ| ≤ d k)
    (hd : Tendsto d atTop (𝓝 0)) :
    Tendsto (fun k => shellAverage (w k) (h k) (s k) (e k)
      - shellAverage (w k) (h k) (s k) (f k)) atTop (𝓝 0) := by
  have lim : Tendsto (fun k => 4 * d k * B * (A + (|μ| + d k) * B)) atTop
      (𝓝 (4 * 0 * B * (A + (|μ| + 0) * B))) :=
    ((hd.const_mul 4).mul_const B).mul (((hd.const_add |μ|).mul_const B).const_add A)
  have h0 : 4 * 0 * B * (A + (|μ| + 0) * B) = 0 := by ring
  rw [h0] at lim
  refine squeeze_zero_norm (fun k => ?_) lim
  rw [Real.norm_eq_abs]
  exact shellAverage_sub_le (hw k) (hw1 k) (hh k) (hs k) (he k) (hf k)

end

end FermiShellCoupling
```

```lean
#print axioms FermiShellCoupling.shellAverage_sub_le_of_narrow
-- 'FermiShellCoupling.shellAverage_sub_le_of_narrow' depends on axioms: [propext, Classical.choice, Quot.sound]
#print axioms FermiShellCoupling.narrow_bound_attained
-- 'FermiShellCoupling.narrow_bound_attained' depends on axioms: [propext, Classical.choice, Quot.sound]
#print axioms FermiShellCoupling.tendsto_shellAverage_sub
-- 'FermiShellCoupling.tendsto_shellAverage_sub' depends on axioms: [propext, Classical.choice, Quot.sound]
```

## How the lemmas divide the argument

`coupling_sq_sub` is the exact identity for one transition. Its proof writes the complex numbers in real and imaginary parts, after which `ring` checks the polynomial equality.

`abs_coupling_sq_sub_le` turns the identity into an estimate. Inside it, `hR` bounds the interference term by \(AB\), `hS` bounds \(|s|^2\) by \(B^2\), and `key` joins them by the triangle inequality.

`window_bound` is the inequality for \(|e+f|\). Where the derivation above uses the maximum of \(|e|\) and \(|f|\), Lean splits into the possible signs of \(e+f\), \(e-f\) and \(\mu\), and `linarith` settles each case.

`average_sub_le` carries a uniform bound `C` over to the average. It combines the two sums, applies the triangle inequality and uses the normalization of the weights. Both main theorems begin with it, so only a single transition remains to be estimated.

In `shellAverage_sub_le`, `hp` and `hr` are the separate bounds on the difference and the sum of the energies, and `gcongr` inserts them into the product. In `shellAverage_sub_le_of_narrow`, `hp` and `hq` state that \(2d-p\) and \(2Q-pB\) are nonnegative. Their product with \(B\) is what the final `linarith` needs.

`narrow_bound_attained` takes the common squared coupling out of each sum and applies the exact identity. `tendsto_shellAverage_sub` computes the limit of the first bound and concludes with `squeeze_zero_norm`, applying `shellAverage_sub_le` at each `k`.
